# With time reversal, invertible operators and a ±k-symmetric mesh, the +q responses give the first-order density induced by a real static perturbation

The first-order density that a static perturbation of wavevector $q$ induces in a crystal contains two responses of each occupied state $u_{n,k}$, and these are modelled as separate unknowns: $x_{n,k}$ at $+q$ and $y_{n,k}$ at $-q$, each fixed only by its own linear equation. Their relation is then a conclusion.

In Lean 4 with Mathlib:

```lean
import Mathlib

open Matrix

namespace MonochromaticPerturbation

noncomputable section

variable {K ι β : Type*} [Fintype ι] [Fintype β]
```

Periodic parts of Bloch states are complex functions on a finite grid `ι`, `β` labels the occupied bands, whose number is the same at every $k$, as in an insulator, and `star` is complex conjugation. The component of the first-order density at wavevector $q$ is $e^{iq\cdot r}\rho(r)$. Its periodic part $\rho$, called the induced density here, can be complex. At grid point $r$ it is

$$\rho(r)=\sum_{k\in S}\sum_n\big(\bar u_{n,k}x_{n,k}+\bar y_{n,k}u_{n,k}\big)(r),$$

without spin factor or k-point weights.

```lean
/-- The density induced at grid point `r` by the responses `x` (at `+q`) and `y` (at `-q`)
of the occupied states `u`, summed over bands and over the k-points in `S`. -/
def inducedDensity (S : Finset K) (u x y : β → K → ι → ℂ) (r : ι) : ℂ :=
  ∑ k ∈ S, ∑ n, (star (u n k r) * x n k r + star (y n k r) * u n k r)
```

The claim is that it equals twice its first half.

```lean
/-- Twice the density contribution of the `+q` responses `x` alone. -/
def foldedDensity (S : Finset K) (u x : β → K → ι → ℂ) (r : ι) : ℂ :=
  2 * ∑ k ∈ S, ∑ n, star (u n k r) * x n k r
```

## Conjugate equations with an invertible operator

Let $A_kx_k=-B_ku_k$ and $A'_ky_k=-B'_ku_k$ for each band, with $A'_{-k}=\bar A_k$, $B'_{-k}=\bar B_k$ and $u_{-k}=\bar u_k$. Conjugating the first equation gives

$$\bar A_k\bar x_k=-\bar B_k\bar u_k=-B'_{-k}u_{-k}=A'_{-k}y_{-k}=\bar A_ky_{-k}.$$

Since $A_k$ is invertible, $y_{-k}=\bar x_k$.

```lean
/-- Complex conjugation of an operator acting on a state conjugates both of them. -/
theorem conj_mulVec (M : Matrix ι ι ℂ) (v : ι → ℂ) :
    star (M *ᵥ v) = M.map star *ᵥ star v := by
  ext i
  simp [Matrix.mulVec, dotProduct]
```

`response_conj` takes the same route for a single pair of equations: `conj_mulVec` yields $A\bar y=Ax$, and the left inverse `C` removes $A$.

```lean
variable [DecidableEq ι]

/-- If two linear-response equations have entrywise conjugate operators, sources and states,
and the operator is invertible, then their solutions are complex conjugates. -/
theorem response_conj {A A' B B' : Matrix ι ι ℂ} {u u' x y : ι → ℂ} (hA : IsUnit A)
    (hA' : A' = A.map star) (hB' : B' = B.map star) (hu' : u' = star u)
    (hx : A *ᵥ x = -(B *ᵥ u)) (hy : A' *ᵥ y = -(B' *ᵥ u')) : y = star x := by
  -- the conjugate of `y` solves the same equation as `x`
  have h : A *ᵥ star y = A *ᵥ x := by
    apply star_injective
    rw [conj_mulVec, star_star, ← hA', hy, hx, star_neg, conj_mulVec, ← hB', ← hu']
  obtain ⟨C, hC⟩ := hA.exists_left_inv
  have h2 := congrArg (fun v => C *ᵥ v) h
  simp only [Matrix.mulVec_mulVec, hC, Matrix.one_mulVec] at h2
  rw [← h2, star_star]
```

Invertibility means that the response is unique. Without it, take one site with $u=1$ and $A=B=0$: then $x=0$ and $y=1$ are both solutions, yet $y\neq\bar x$.

## A k-point set that contains −k with k

By the previous result $\bar y_k=x_{-k}$, and $u_k=\bar u_{-k}$. Hence

$$\sum_{k\in S}\bar y_ku_k=\sum_{k\in S}\bar u_{-k}x_{-k}=\sum_{k\in S}\bar u_kx_k,$$

where the last step relabels $k\to-k$ and needs `hS`. In the proof, `Finset.sum_nbij'` does the relabelling. `hS` asks for $-k$ itself. In a crystal, a point that differs from $-k$ by a reciprocal lattice vector contributes the same density and serves as well; a $k$ equal to half a reciprocal lattice vector is thus its own partner. If $S$ contains neither $-k$ nor such an equivalent point, the $-q$ term at $k$ has no partner in the sum.

```lean
/-- On a k-point set closed under negation, let the operator, source operator and state in the `-q`
equation at `-k` be the conjugates of those in the `+q` equation at `k`, and let the `+q` operators
be invertible. Then the induced density is twice the contribution of the `+q` responses. -/
theorem density_fold [InvolutiveNeg K] (S : Finset K) (hS : ∀ k ∈ S, -k ∈ S)
    {A A' B B' : β → K → Matrix ι ι ℂ} {u x y : β → K → ι → ℂ}
    (hA : ∀ n, ∀ k ∈ S, IsUnit (A n k))
    (hA' : ∀ n, ∀ k ∈ S, A' n (-k) = (A n k).map star)
    (hB' : ∀ n, ∀ k ∈ S, B' n (-k) = (B n k).map star)
    (hu : ∀ n, ∀ k ∈ S, u n (-k) = star (u n k))
    (hx : ∀ n, ∀ k ∈ S, A n k *ᵥ x n k = -(B n k *ᵥ u n k))
    (hy : ∀ n, ∀ k ∈ S, A' n k *ᵥ y n k = -(B' n k *ᵥ u n k)) (r : ι) :
    inducedDensity S u x y r = foldedDensity S u x r := by
  -- the `-q` half at `k` equals the `+q` half at `-k`
  have key : ∑ k ∈ S, ∑ n, star (y n k r) * u n k r
      = ∑ k ∈ S, ∑ n, star (u n k r) * x n k r := by
    refine Finset.sum_nbij' (fun k => -k) (fun k => -k) hS hS
      (fun k _ => neg_neg k) (fun k _ => neg_neg k) ?_
    intro k hk
    refine Finset.sum_congr rfl fun n _ => ?_
    have hm := hS k hk
    have h1 := response_conj (hA n (-k) hm) (hA' n (-k) hm) (hB' n (-k) hm)
      (hu n (-k) hm) (hx n (-k) hm) (hy n (- -k) (hS _ hm))
    rw [neg_neg] at h1
    rw [h1, hu n k hk]
    simp only [Pi.star_apply, star_star]
    exact mul_comm _ _
  unfold inducedDensity foldedDensity
  simp only [Finset.sum_add_distrib]
  rw [key]
  ring
```

## Time-reversal invariant bands

For a crystal the conjugation relations of the operators are derived. `TimeReversalBands` assumes spinless time reversal, $H(-k)=\overline{H(k)}$, a phase choice with $u_{n,-k}=\bar u_{n,k}$, and nonzero eigenstates with real energies. `occ` is the usual $P=\sum_n|u_n\rangle\langle u_n|$; it is a projector when the states are orthonormal, which the theorem does not require.

```lean
/-- The sum of `|u⟩⟨u|` over the occupied bands at `k`. -/
def occ (u : β → K → ι → ℂ) (k : K) : Matrix ι ι ℂ :=
  Matrix.of fun i j => ∑ n, u n k i * star (u n k j)

/-- Bands of a time-reversal invariant crystal: `H(-k)` and `u(-k)` are the conjugates of `H(k)`
and `u(k)`, and each `u` is a nonzero eigenstate of `H(k)` with real energy `ε`. -/
structure TimeReversalBands [Neg K] (H : K → Matrix ι ι ℂ) (ε : β → K → ℝ)
    (u : β → K → ι → ℂ) : Prop where
  ham : ∀ k, H (-k) = (H k).map star
  state : ∀ n k, u n (-k) = star (u n k)
  ne_zero : ∀ n k, u n k ≠ 0
  eigen : ∀ n k, H k *ᵥ u n k = (ε n k : ℂ) • u n k
```

The operator is $H(k+q)+\alpha P(k+q)-\varepsilon_n(k)$, where the real number $\alpha$ shifts the occupied states away from a possible singularity. The source operator is $(1-P(k+q))V$.

```lean
/-- The Sternheimer operator `H(k+q) + α P(k+q) - ε_n(k)`. -/
def sternheimerOp [Add K] (H : K → Matrix ι ι ℂ) (ε : β → K → ℝ) (u : β → K → ι → ℂ)
    (α : ℝ) (q : K) (n : β) (k : K) : Matrix ι ι ℂ :=
  H (k + q) + (α : ℂ) • occ u (k + q) - (ε n k : ℂ) • (1 : Matrix ι ι ℂ)

/-- The source operator `(1 - P(k+q)) V`, where `V q k` takes periodic parts at `k`
to periodic parts at `k+q`. -/
def sternheimerSource [Add K] (V : K → K → Matrix ι ι ℂ) (u : β → K → ι → ℂ)
    (q k : K) : Matrix ι ι ℂ :=
  (1 - occ u (k + q)) * V q k
```

Conjugating the eigenvalue equation gives $H(-k)u_{n,-k}=\varepsilon_n(k)u_{n,-k}$, while the equation at $-k$ has $\varepsilon_n(-k)$ on the right. Comparing a nonzero component gives $\varepsilon_n(-k)=\varepsilon_n(k)$; for a zero vector the energy would be arbitrary.

```lean
omit [Fintype β] [DecidableEq ι] in
/-- In a time-reversal invariant crystal the band energies are even in `k`. -/
theorem energy_even [Neg K] {H : K → Matrix ι ι ℂ} {ε : β → K → ℝ} {u : β → K → ι → ℂ}
    (hb : TimeReversalBands H ε u) (n : β) (k : K) : ε n (-k) = ε n k := by
  have h := hb.eigen n (-k)
  rw [hb.ham, hb.state, ← conj_mulVec, hb.eigen, star_smul] at h
  obtain ⟨r, hr⟩ := Function.ne_iff.mp (hb.ne_zero n k)
  have hr' : u n k r ≠ 0 := hr
  have h2 := congrFun h r
  simp only [Pi.smul_apply, Pi.star_apply, smul_eq_mul] at h2
  have h3 := mul_right_cancel₀ (star_ne_zero.mpr hr') h2
  apply Complex.ofReal_injective
  rw [← h3]
  exact Complex.conj_ofReal _
```

Likewise $P_{ij}(-k)=\sum_n\bar u_{n,k}(i)\,u_{n,k}(j)=\overline{P_{ij}(k)}$.

```lean
omit [Fintype ι] [DecidableEq ι] in
/-- If the states at `-k` are the conjugates of those at `k`, so are the sums of `|u⟩⟨u|`. -/
theorem occ_neg [Neg K] {u : β → K → ι → ℂ} (hu : ∀ n k, u n (-k) = star (u n k)) (k : K) :
    occ u (-k) = (occ u k).map star := by
  ext i j
  simp [occ, hu]
```

## A real perturbation

`hV` says $V_{-q}(-k)=\overline{V_q(k)}$, the condition for a real perturbation, local or nonlocal. Since $-k-q=-(k+q)$,

$$H(-k-q)+\alpha P(-k-q)-\varepsilon_n(-k)=\overline{H(k+q)+\alpha P(k+q)-\varepsilon_n(k)},$$
$$(1-P(-k-q))V_{-q}(-k)=\overline{(1-P(k+q))V_q(k)}.$$

The two bulleted goals in the proof are these identities; `density_fold` does the rest.

```lean
/-- For a time-reversal invariant crystal, a real perturbation and a k-point set closed under
negation, the density induced at wavevector `q` is twice the contribution of the `+q` responses,
provided the `+q` Sternheimer operators are invertible. -/
theorem monochromatic_density [AddCommGroup K] {H : K → Matrix ι ι ℂ} {ε : β → K → ℝ}
    {u x y : β → K → ι → ℂ} {V : K → K → Matrix ι ι ℂ} (hb : TimeReversalBands H ε u)
    (hV : ∀ q k, V (-q) (-k) = (V q k).map star)
    (S : Finset K) (hS : ∀ k ∈ S, -k ∈ S) (α : ℝ) (q : K)
    (hA : ∀ n, ∀ k ∈ S, IsUnit (sternheimerOp H ε u α q n k))
    (hx : ∀ n, ∀ k ∈ S, sternheimerOp H ε u α q n k *ᵥ x n k
      = -(sternheimerSource V u q k *ᵥ u n k))
    (hy : ∀ n, ∀ k ∈ S, sternheimerOp H ε u α (-q) n k *ᵥ y n k
      = -(sternheimerSource V u (-q) k *ᵥ u n k)) (r : ι) :
    inducedDensity S u x y r = foldedDensity S u x r := by
  have e : ∀ k : K, -k + -q = -(k + q) := fun k => by abel
  refine density_fold S hS (B := fun _ k => sternheimerSource V u q k)
    (B' := fun _ k => sternheimerSource V u (-q) k) hA ?_ ?_ (fun n k _ => hb.state n k) hx hy r
  · -- time reversal of the Sternheimer operator
    intro n k _
    unfold sternheimerOp
    rw [e, hb.ham, occ_neg hb.state, energy_even hb]
    ext i j
    by_cases hij : i = j <;> simp [hij]
  · -- time reversal of the source
    intro n k _
    change sternheimerSource V u (-q) (-k) = (sternheimerSource V u q k).map star
    unfold sternheimerSource
    rw [e, occ_neg hb.state, hV]
    simp only [sub_mul, one_mul]
    ext i j
    simp [Matrix.mul_apply]
```

With $V_{-q}(-k)=-\overline{V_q(k)}$ instead, $y_{-k}=-\bar x_k$ and the two halves cancel.

Under the hypotheses of `monochromatic_density`, a linear-response calculation for independent-particle states on a finite grid can omit the $-q$ equations. In density functional perturbation theory $V$ also contains the potential of the induced density; that this self-consistent $V$ satisfies `hV` is assumed here.

## A two-site crystal in numbers

Let $u_k=(3/5,\ (4/5)i^k)$ with integer $k$, $H=1-P$, $\varepsilon=0$ and $\alpha=1$. The states are normalised, so $Pu=u$ and $Hu=0$, and the Sternheimer operator is the identity.

```lean
/-- One occupied band on two sites, with amplitudes `3/5` and `(4/5) i^k`. -/
def phaseState (_ : Unit) (k : ℤ) : Fin 2 → ℂ := ![3 / 5, 4 / 5 * Complex.I ^ k]
```

The theorem checks the band, invertibility and reality conditions, and that the source is nonzero.

```lean
/-- The band `phaseState` with `H = 1 - P`, zero band energy and `α = 1` is time-reversal
invariant with invertible Sternheimer operators, and a real potential on the first site
gives a nonzero source. -/
theorem monochromatic_density_witness :
    TimeReversalBands (fun k => 1 - occ phaseState k) (fun _ _ => 0) phaseState ∧
    (∀ q n k, IsUnit (sternheimerOp (fun k => 1 - occ phaseState k) (fun _ _ => 0)
      phaseState 1 q n k)) ∧
    (Matrix.diagonal ![(1 : ℂ), 0]).map star = Matrix.diagonal ![(1 : ℂ), 0] ∧
    ∀ q k, sternheimerSource (fun _ _ => Matrix.diagonal ![(1 : ℂ), 0]) phaseState q k
      *ᵥ phaseState () k ≠ 0 := by
  have hI : ∀ k : ℤ, star (Complex.I ^ k) = Complex.I ^ (-k) := by
    intro k
    change (starRingEnd ℂ) (Complex.I ^ k) = _
    rw [map_zpow₀, Complex.conj_I, ← Complex.inv_I, _root_.inv_zpow, _root_.zpow_neg]
  have h3 : star (3 / 5 : ℂ) = 3 / 5 := by simp
  have h4 : star (4 / 5 : ℂ) = 4 / 5 := by simp
  have hu : ∀ n k, phaseState n (-k) = star (phaseState n k) := by
    intro n k
    refine funext (Fin.forall_fin_two.mpr ⟨h3.symm, ?_⟩)
    change 4 / 5 * Complex.I ^ (-k) = star (4 / 5 * Complex.I ^ k)
    rw [star_mul', hI, h4]
  refine ⟨⟨?_, hu, ?_, ?_⟩, ?_, ?_, ?_⟩
  · intro k
    rw [occ_neg hu]
    ext i j
    by_cases hij : i = j <;> simp [hij]
  · intro n k h
    have h0 := congrFun h 0
    simp [phaseState] at h0
  · -- the state is normalised, so `P u = u`
    intro n k
    have hz : star (Complex.I ^ k) * Complex.I ^ k = 1 := by
      rw [hI, _root_.zpow_neg]
      exact inv_mul_cancel₀ (zpow_ne_zero k Complex.I_ne_zero)
    have hP : occ phaseState k *ᵥ phaseState n k = phaseState n k := by
      refine funext (Fin.forall_fin_two.mpr ⟨?_, ?_⟩) <;>
        simp only [Matrix.mulVec, dotProduct, Fin.sum_univ_two, occ, Matrix.of_apply,
          Finset.univ_unique, Finset.sum_singleton, phaseState, Matrix.cons_val_zero,
          Matrix.cons_val_one, star_mul', h3, h4]
      · linear_combination (48 / 125 : ℂ) * hz
      · linear_combination (64 / 125 : ℂ) * Complex.I ^ k * hz
    change (1 - occ phaseState k) *ᵥ phaseState n k = ((0 : ℝ) : ℂ) • phaseState n k
    rw [Matrix.sub_mulVec, Matrix.one_mulVec, hP, sub_self, Complex.ofReal_zero, zero_smul]
  · intro q n k
    simp [sternheimerOp]
  · ext i j
    fin_cases i <;> fin_cases j <;> simp
  · intro q k h
    have h0 := congrFun h 0
    norm_num [sternheimerSource, Matrix.mulVec, dotProduct, Fin.sum_univ_two,
      Matrix.mul_diagonal, occ, phaseState] at h0
    have h5 : (starRingEnd ℂ) (3 / 5 : ℂ) = 3 / 5 := h3
    rw [← map_div₀ (starRingEnd ℂ), h5] at h0
    norm_num at h0
```

For $q=1$, $S=\{1,-1\}$ and $V=\mathrm{diag}(1,0)$,

$$x_k=-(1-P(k+1))Vu_k=\big(-\tfrac{48}{125},\ \tfrac{36}{125}i^{k+1}\big),\qquad y_k=\big(-\tfrac{48}{125},\ \tfrac{36}{125}i^{k-1}\big),$$

so $y_{-k}=\bar x_k$. Each of the four terms in the density is $\tfrac{144}{625}(-1,i)$. The total is $\tfrac{576}{625}(-1,i)$, twice the $+q$ half.

## Operators that are not conjugate

On one site at $k=0$, let $u=1$, with operator $1$ at $+q$, $-1$ at $-q$ and both source operators $1$. Then $x=-1$ and $y=1$, so the density is $-1+1=0$, whereas twice the $+q$ half is $-2$. These equations test the conjugation hypothesis of `density_fold` and do not describe a crystal: with one site and a normalised occupied state, $1-P=0$ and the Sternheimer source would vanish.

```lean
/-- On one site at `k = 0`, with state `1`, operator `1` at `+q` and `-1` at `-q`, and both source
operators `1`, the responses are `-1` and `1`, and the induced density is not twice the `+q`
contribution. -/
theorem fold_fails_without_conjugation :
    (1 : Matrix (Fin 1) (Fin 1) ℂ) *ᵥ (-1) = -((1 : Matrix (Fin 1) (Fin 1) ℂ) *ᵥ 1) ∧
    (-1 : Matrix (Fin 1) (Fin 1) ℂ) *ᵥ 1 = -((1 : Matrix (Fin 1) (Fin 1) ℂ) *ᵥ 1) ∧
    inducedDensity ({0} : Finset ℤ) (fun (_ : Unit) _ => (1 : Fin 1 → ℂ))
        (fun _ _ => -1) (fun _ _ => 1) 0
      ≠ foldedDensity ({0} : Finset ℤ) (fun (_ : Unit) _ => (1 : Fin 1 → ℂ))
        (fun _ _ => -1) 0 := by
  refine ⟨?_, ?_, ?_⟩
  · rw [Matrix.one_mulVec, Matrix.one_mulVec]
  · rw [Matrix.neg_mulVec]
  · simp [inducedDensity, foldedDensity]

end

end MonochromaticPerturbation
```

```lean
#print axioms MonochromaticPerturbation.monochromatic_density
#print axioms MonochromaticPerturbation.fold_fails_without_conjugation
```

```
'MonochromaticPerturbation.monochromatic_density' depends on axioms: [propext, Classical.choice, Quot.sound]
'MonochromaticPerturbation.fold_fails_without_conjugation' depends on axioms: [propext, Classical.choice, Quot.sound]
```
